# With the offset charge g in the phases of nearest-neighbour hops, a discretised Cooper-pair box's secular determinant depends on g only through cos 2πg

A gate electrode beside a superconducting island sets an offset charge $g$, measured in Cooper pairs, and the energy levels move as the gate is swept. When the superconducting phase is put on a ring of $M\ge 3$ points, how does $g$ enter the equation for those levels?

```lean
import Mathlib

open ComplexConjugate

namespace CooperPairBoxRing

noncomputable section

variable {M : ℕ} [NeZero M]

/-- The phase `exp(2πi g/M)` picked up on one bond of a ring of `M ≥ 1` points at offset
charge `g`. -/
def bondPhase (M : ℕ) (g : ℝ) : ℂ :=
  Complex.exp ((2 * Real.pi * g / M : ℝ) * Complex.I)

/-- The Hamiltonian on a phase ring of `M ≥ 3` points: potential `V` on the diagonal, hopping
`-K exp(2πi g/M)` one step forward and the conjugate amplitude one step back. -/
def boxHamiltonian (V : ZMod M → ℝ) (K g : ℝ) : Matrix (ZMod M) (ZMod M) ℂ :=
  Matrix.of fun i j =>
    if i = j then (V i : ℂ)
    else if i = j + 1 then -(K : ℂ) * bondPhase M g
    else if j = i + 1 then -(K : ℂ) * conj (bondPhase M g)
    else 0

/-- The secular matrix `x - H(g)`. -/
def secularMatrix (V : ZMod M → ℝ) (K g : ℝ) (x : ℂ) : Matrix (ZMod M) (ZMod M) ℂ :=
  x • (1 : Matrix (ZMod M) (ZMod M) ℂ) - boxHamiltonian V K g

/-- The phase of the step from `j` to `i` on a ring of `M ≥ 3` points: the bond phase forward, its
conjugate backward, and one otherwise. -/
def linkPhase (g : ℝ) (i j : ZMod M) : ℂ :=
  if i = j + 1 then bondPhase M g else if j = i + 1 then conj (bondPhase M g) else 1

/-- The rotation of the whole ring by one step. -/
def shift (M : ℕ) : Equiv.Perm (ZMod M) := Equiv.addRight 1

omit [NeZero M] in
/-- On a ring of at least three points, neither one step nor two steps forward lead back
to the start. -/
theorem neighbours_distinct (hM : 3 ≤ M) (i : ZMod M) : i + 1 ≠ i ∧ i + 1 + 1 ≠ i := by
  constructor
  · intro h
    have h1 : ((1 : ℕ) : ZMod M) = 0 := by
      push_cast
      linear_combination h
    have := Nat.le_of_dvd (by norm_num) ((CharP.cast_eq_zero_iff (ZMod M) M 1).mp h1)
    omega
  · intro h
    have h2 : ((2 : ℕ) : ZMod M) = 0 := by
      push_cast
      linear_combination h
    have := Nat.le_of_dvd (by norm_num) ((CharP.cast_eq_zero_iff (ZMod M) M 2).mp h2)
    omega

/-- The phases collected on one full turn forward and one full turn backward add up to
`2 cos(2πg)`. -/
theorem phase_winding (g : ℝ) :
    bondPhase M g ^ M + conj (bondPhase M g) ^ M = 2 * (Real.cos (2 * Real.pi * g) : ℂ) := by
  have hM : (M : ℂ) ≠ 0 := Nat.cast_ne_zero.mpr (NeZero.ne M)
  have h : bondPhase M g ^ M = Complex.exp ((2 * Real.pi * g : ℝ) * Complex.I) := by
    rw [bondPhase, ← Complex.exp_nat_mul]
    congr 1
    push_cast
    field_simp
  rw [← map_pow, h, Complex.add_conj, Complex.exp_ofReal_mul_I_re]
  simp

omit [NeZero M] in
/-- On a ring of at least three points, a step followed by its reverse collects no phase. -/
theorem link_round_trip (hM : 3 ≤ M) (g : ℝ) (i j : ZMod M) :
    linkPhase g i j * linkPhase g j i = 1 := by
  have hz : bondPhase M g * conj (bondPhase M g) = 1 := by
    rw [Complex.mul_conj, Complex.normSq_eq_norm_sq, bondPhase, Complex.norm_exp_ofReal_mul_I]
    simp
  by_cases h1 : i = j + 1
  · have h2 : ¬ j = i + 1 := fun h => (neighbours_distinct hM j).2 (by rw [← h1, ← h])
    simp only [linkPhase, if_pos h1, if_neg h2]
    exact hz
  · by_cases h2 : j = i + 1
    · simp only [linkPhase, if_neg h1, if_pos h2]
      rw [mul_comm]
      exact hz
    · simp only [linkPhase, if_neg h1, if_neg h2, mul_one]

omit [NeZero M] in
/-- On a ring of at least three points, each entry of `x - H(g)` is the link phase times the
entry of `x - H(0)`. -/
theorem secular_factor (hM : 3 ≤ M) (V : ZMod M → ℝ) (K g : ℝ) (x : ℂ) (i j : ZMod M) :
    secularMatrix V K g x i j = linkPhase g i j * secularMatrix V K 0 x i j := by
  have p0 : bondPhase M 0 = 1 := by simp [bondPhase]
  simp only [secularMatrix, boxHamiltonian, linkPhase, Matrix.sub_apply, Matrix.smul_apply,
    Matrix.one_apply, Matrix.of_apply, smul_eq_mul, p0, map_one]
  by_cases h : i = j
  · have h1 : ¬ i = j + 1 := fun e => (neighbours_distinct hM j).1 (e.symm.trans h)
    have h2 : ¬ j = i + 1 := fun e => (neighbours_distinct hM i).1 (e.symm.trans h.symm)
    simp only [if_pos h, if_neg h1, if_neg h2]
    ring
  · by_cases h1 : i = j + 1
    · simp only [if_neg h, if_pos h1]
      ring
    · by_cases h2 : j = i + 1
      · simp only [if_neg h, if_neg h1, if_pos h2]
        ring
      · simp only [if_neg h, if_neg h1, if_neg h2]
        ring

/-- Let a permutation of a ring of at least three points move each point by at most one step.
If one forward step is not undone by the next, every point steps forward. -/
theorem forward_chain (hM : 3 ≤ M) (σ : Equiv.Perm (ZMod M))
    (hop : ∀ i, σ i = i ∨ σ i = i + 1 ∨ i = σ i + 1) (j : ZMod M)
    (h1 : σ j = j + 1) (h2 : σ (j + 1) ≠ j) : σ = shift M := by
  have key : ∀ k : ℕ, σ (j + k) = j + k + 1 ∧ σ (j + k + 1) ≠ j + k := by
    intro k
    induction k with
    | zero =>
      rw [Nat.cast_zero, add_zero]
      exact ⟨h1, h2⟩
    | succ k ih =>
      have e : j + ((k + 1 : ℕ) : ZMod M) = j + k + 1 := by
        push_cast
        ring
      rw [e]
      obtain ⟨a, b⟩ := ih
      constructor
      · rcases hop (j + k + 1) with h | h | h
        · exact absurd (σ.injective (h.trans a.symm)) (neighbours_distinct hM _).1
        · exact h
        · exact absurd (add_right_cancel h).symm b
      · intro h
        exact (neighbours_distinct hM _).2 (σ.injective (h.trans a.symm))
  apply Equiv.ext
  intro i
  have h := (key (i - j).val).1
  rw [ZMod.natCast_zmod_val, add_sub_cancel] at h
  exact h

/-- A permutation of a ring of at least three points that moves each point by at most one step
is a full rotation forward, a full rotation backward, or its own inverse. -/
theorem hopping_classification (hM : 3 ≤ M) (σ : Equiv.Perm (ZMod M))
    (hop : ∀ i, σ i = i ∨ σ i = i + 1 ∨ i = σ i + 1) :
    σ = shift M ∨ σ = (shift M)⁻¹ ∨ ∀ i, σ (σ i) = i := by
  by_cases hinv : ∀ i, σ (σ i) = i
  · exact Or.inr (Or.inr hinv)
  · obtain ⟨j, hj⟩ := not_forall.mp hinv
    rcases hop j with h | h | h
    · exact absurd (by rw [h, h]) hj
    · exact Or.inl (forward_chain hM σ hop j h (by rw [← h]; exact hj))
    · -- a backward step of σ is a forward step of its inverse
      have hop' : ∀ i, σ⁻¹ i = i ∨ σ⁻¹ i = i + 1 ∨ i = σ⁻¹ i + 1 := by
        intro i
        have q := hop (σ⁻¹ i)
        rw [show σ (σ⁻¹ i) = i from σ.apply_symm_apply i] at q
        rcases q with q | q | q
        · exact Or.inl q.symm
        · exact Or.inr (Or.inr q)
        · exact Or.inr (Or.inl q)
      have hs : σ⁻¹ = shift M := by
        apply forward_chain hM σ⁻¹ hop' (σ j)
        · rw [show σ⁻¹ (σ j) = j from σ.symm_apply_apply j]
          exact h
        · rw [← h]
          intro q
          apply hj
          rw [← q]
          exact σ.apply_symm_apply j
      exact Or.inr (Or.inl (by rw [← hs, inv_inv]))

/-- The rotation of a ring of `M` points by one step has sign `-(-1)^M`. -/
theorem sign_shift : ((Equiv.Perm.sign (shift M) : ℤˣ) : ℤ) = -(-1) ^ M := by
  obtain ⟨n, rfl⟩ := Nat.exists_eq_succ_of_ne_zero (NeZero.ne M)
  have h : Equiv.Perm.sign (shift (n + 1)) = (-1) ^ n := by
    have e : shift (n + 1) = (show Equiv.Perm (ZMod (n + 1)) from finRotate (n + 1)) := by
      apply Equiv.ext
      intro i
      exact (finRotate_apply (n := n + 1) i).symm
    rw [e]
    exact sign_finRotate (n + 1)
  change ((Equiv.Perm.sign (shift (n + 1)) : ℤˣ) : ℤ) = -(-1) ^ (n + 1)
  rw [h]
  simp [pow_succ]

/-- On a ring of `M ≥ 3` points with any real potential, the offset charge shifts the secular
determinant by `2 (-1)^M K^M (1 - cos 2πg)`, whatever the energy `x`. -/
theorem secular_det_shift (hM : 3 ≤ M) (V : ZMod M → ℝ) (K g : ℝ) (x : ℂ) :
    (secularMatrix V K g x).det - (secularMatrix V K 0 x).det
      = 2 * (-1) ^ M * (K : ℂ) ^ M * (1 - (Real.cos (2 * Real.pi * g) : ℂ)) := by
  -- the two full rotations
  have up : ∀ (g : ℝ) (i : ZMod M),
      secularMatrix V K g x (shift M i) i = K * bondPhase M g := by
    intro g i
    have e : shift M i = i + 1 := rfl
    have h : ¬ shift M i = i := (neighbours_distinct hM i).1
    simp only [secularMatrix, boxHamiltonian, Matrix.sub_apply, Matrix.smul_apply,
      Matrix.one_apply, Matrix.of_apply, smul_eq_mul, if_neg h, if_pos e]
    ring
  have down : ∀ (g : ℝ) (i : ZMod M),
      secularMatrix V K g x i (shift M i) = K * conj (bondPhase M g) := by
    intro g i
    have e : shift M i = i + 1 := rfl
    have h : ¬ i = shift M i := (neighbours_distinct hM i).1.symm
    have h' : ¬ i = shift M i + 1 := (neighbours_distinct hM i).2.symm
    simp only [secularMatrix, boxHamiltonian, Matrix.sub_apply, Matrix.smul_apply,
      Matrix.one_apply, Matrix.of_apply, smul_eq_mul, if_neg h, if_neg h', if_pos e]
    ring
  have pu : ∀ g : ℝ, ∏ i, secularMatrix V K g x (shift M i) i = (K * bondPhase M g) ^ M := by
    intro g
    simp only [up, Finset.prod_const, Finset.card_univ, ZMod.card]
  have pd : ∀ g : ℝ, ∏ i, secularMatrix V K g x ((shift M)⁻¹ i) i
      = (K * conj (bondPhase M g)) ^ M := by
    intro g
    have back : ∀ i, (shift M)⁻¹ (shift M i) = i := fun i => (shift M).symm_apply_apply i
    rw [← Equiv.prod_comp (shift M)]
    simp only [back, down, Finset.prod_const, Finset.card_univ, ZMod.card]
  have hne : shift M ≠ (shift M)⁻¹ := by
    intro h
    have q : shift M (shift M 0) = 0 :=
      (congrArg (fun τ : Equiv.Perm (ZMod M) => τ (shift M 0)) h).trans
        ((shift M).symm_apply_apply 0)
    exact (neighbours_distinct hM 0).2 q
  -- every other permutation contributes equally at g and at zero
  have hzero : ∀ σ : Equiv.Perm (ZMod M), σ ≠ shift M ∧ σ ≠ (shift M)⁻¹ →
      ((Equiv.Perm.sign σ : ℤ) : ℂ) * ∏ i, secularMatrix V K g x (σ i) i
        - ((Equiv.Perm.sign σ : ℤ) : ℂ) * ∏ i, secularMatrix V K 0 x (σ i) i = 0 := by
    rintro σ ⟨n1, n2⟩
    have fac : ∏ i, secularMatrix V K g x (σ i) i
        = (∏ i, linkPhase g (σ i) i) * ∏ i, secularMatrix V K 0 x (σ i) i := by
      rw [← Finset.prod_mul_distrib]
      exact Finset.prod_congr rfl fun i _ => secular_factor hM V K g x (σ i) i
    by_cases hop : ∀ i, σ i = i ∨ σ i = i + 1 ∨ i = σ i + 1
    · rcases hopping_classification hM σ hop with h | h | h
      · exact absurd h n1
      · exact absurd h n2
      · have hl : ∏ i, linkPhase g (σ i) i = 1 := by
          refine Finset.prod_involution (fun i _ => σ i) ?_ ?_ ?_ ?_
          · intro i _
            rw [h i]
            exact link_round_trip hM g (σ i) i
          · intro i _ hi e
            apply hi
            have d : ¬ i = i + 1 := (neighbours_distinct hM i).1.symm
            rw [e]
            simp only [linkPhase, if_neg d]
          · intro i _
            exact Finset.mem_univ _
          · intro i _
            exact h i
        rw [fac, hl, one_mul, sub_self]
    · obtain ⟨i, hi⟩ := not_forall.mp hop
      obtain ⟨a, bc⟩ := not_or.mp hi
      obtain ⟨b, c⟩ := not_or.mp bc
      have z : ∏ i, secularMatrix V K 0 x (σ i) i = 0 := by
        apply Finset.prod_eq_zero (Finset.mem_univ i)
        simp only [secularMatrix, boxHamiltonian, Matrix.sub_apply, Matrix.smul_apply,
          Matrix.one_apply, Matrix.of_apply, smul_eq_mul, if_neg a, if_neg b, if_neg c,
          mul_zero, sub_zero]
      rw [fac, z, mul_zero, sub_self]
  have hs : ((Equiv.Perm.sign (shift M) : ℤ) : ℂ) = -(-1) ^ M := by
    rw [sign_shift]
    simp
  have hg := phase_winding (M := M) g
  have h0 := phase_winding (M := M) 0
  rw [mul_zero, Real.cos_zero, Complex.ofReal_one] at h0
  rw [Matrix.det_apply', Matrix.det_apply', ← Finset.sum_sub_distrib,
    Fintype.sum_eq_add (shift M) (shift M)⁻¹ hne hzero]
  simp only [Equiv.Perm.sign_inv, pu, pd, hs, mul_pow]
  linear_combination (-(-1) ^ M * (K : ℂ) ^ M) * (hg - h0)

/-- On a ring of at least three points with non-zero hopping, two offset charges give the same
secular determinant at every energy exactly when their values of `cos 2πg` agree. -/
theorem same_secular_iff (hM : 3 ≤ M) (V : ZMod M → ℝ) {K : ℝ} (hK : K ≠ 0) (g g' : ℝ) :
    (∀ x : ℂ, (secularMatrix V K g x).det = (secularMatrix V K g' x).det)
      ↔ Real.cos (2 * Real.pi * g) = Real.cos (2 * Real.pi * g') := by
  constructor
  · intro h
    have hc : (2 * (-1) ^ M * (K : ℂ) ^ M) *
        ((Real.cos (2 * Real.pi * g) : ℂ) - (Real.cos (2 * Real.pi * g') : ℂ)) = 0 := by
      linear_combination secular_det_shift hM V K g 0 - secular_det_shift hM V K g' 0 - h 0
    have hn : (2 * (-1) ^ M * (K : ℂ) ^ M) ≠ 0 :=
      mul_ne_zero (mul_ne_zero two_ne_zero (pow_ne_zero _ (by norm_num)))
        (pow_ne_zero _ (Complex.ofReal_ne_zero.mpr hK))
    exact Complex.ofReal_injective (sub_eq_zero.mp ((mul_eq_zero.mp hc).resolve_left hn))
  · intro h x
    have hc : (Real.cos (2 * Real.pi * g) : ℂ) = (Real.cos (2 * Real.pi * g') : ℂ) := by rw [h]
    linear_combination secular_det_shift hM V K g x - secular_det_shift hM V K g' x
      - (2 * (-1) ^ M * (K : ℂ) ^ M) * hc

omit [NeZero M] in
/-- On a ring of at least three points the Hamiltonian is Hermitian. -/
theorem boxHamiltonian_isHermitian (hM : 3 ≤ M) (V : ZMod M → ℝ) (K g : ℝ) :
    (boxHamiltonian V K g).IsHermitian := by
  apply Matrix.IsHermitian.ext
  intro i j
  simp only [boxHamiltonian, Matrix.of_apply]
  by_cases h : i = j
  · subst h
    simp
  · have h' : ¬ j = i := fun e => h e.symm
    by_cases h1 : i = j + 1
    · have h2 : ¬ j = i + 1 := fun e => (neighbours_distinct hM j).2 (by rw [← h1, ← e])
      simp only [if_neg h, if_neg h', if_pos h1, if_neg h2]
      simp
    · by_cases h2 : j = i + 1
      · simp only [if_neg h, if_neg h', if_neg h1, if_pos h2]
        simp
      · simp only [if_neg h, if_neg h', if_neg h1, if_neg h2, star_zero]

end

end CooperPairBoxRing
```

```lean
#print axioms CooperPairBoxRing.same_secular_iff
#print axioms CooperPairBoxRing.boxHamiltonian_isHermitian
```

```
'CooperPairBoxRing.same_secular_iff' depends on axioms: [propext, Classical.choice, Quot.sound]
'CooperPairBoxRing.boxHamiltonian_isHermitian' depends on axioms: [propext, Classical.choice, Quot.sound]
```

The main theorem, `secular_det_shift`, says that for every real potential $V$, real $K$ and $g$, and complex $x$,
$$\det(x-H(g))-\det(x-H(0))=2(-1)^M K^M\,(1-\cos 2\pi g).$$
The right-hand side contains neither $x$ nor $V$. By `same_secular_iff`, if $K\neq0$, two offset charges give the same determinant at every $x$ exactly when their values of $\cos2\pi g$ agree. For $K=0$ the determinant does not depend on $g$ at all.

The grid points are the elements of `ZMod M`, so that the last point is followed by the first. The matrix `boxHamiltonian V K g` has $V_i$ on the diagonal, $-Ku$ in entry $(i+1,i)$ and $-K\bar u$ in entry $(i,i+1)$, where $u=e^{2\pi i g/M}$ (with $i$ the imaginary unit in the exponent) is `bondPhase M g`. The matrix $x-H(g)$ is `secularMatrix V K g x`. The theorem `boxHamiltonian_isHermitian` confirms that $H(g)$ is Hermitian. At $M=2$ the two neighbours of a point coincide, and the definition would give both off-diagonal entries the same phase.

The physical model behind this is $4E_C(n-g)^2-E_J\cos\varphi$, with charging energy $E_C$, Josephson energy $E_J$ and $n=-i\,d/d\varphi$. Since $n-g=e^{ig\varphi}\,n\,e^{-ig\varphi}$, the charging term acts on a wavefunction $\psi$ as $4E_C\,e^{ig\varphi}n^2(e^{-ig\varphi}\psi)$. Replacing $n^2$ here by central differences with spacing $2\pi/M$ puts the phases $u$ and $\bar u$ on the hops and gives $K=E_CM^2/\pi^2$ and $V_j=2K-E_J\cos(2\pi j/M)$. On the bond that closes the ring, $\varphi$ has to run on to $2\pi$ and not jump back to $0$, so that this hop carries the same phase as the others. With the jump, the phases would amount to a change of basis and $g$ would drop out of the spectrum. (Differencing the expanded square $n^2-2gn+g^2$ instead would give a different matrix.) The constant $K$ thus stands for the charging energy on the grid. The file starts from the finite matrix; it treats neither this discretisation nor the limit of large $M$, nor hopping beyond nearest neighbours.

To derive the formula, write $A=x-H(g)$ and expand
$$\det A=\sum_\sigma \operatorname{sgn}(\sigma)\prod_i A_{\sigma(i),i}.$$
A term vanishes unless $\sigma$ moves every point by at most one step. Suppose such a $\sigma$ has $\sigma(j)=j+1$ but $\sigma(j+1)\ne j$. The value $j+1$ is already taken, so $\sigma(j+1)=j+2$. Then $\sigma(j+2)\neq j+1$, again because that value is taken, and the argument repeats around the ring: every point steps forward. This is the induction in `forward_chain`. Applied to $\sigma^{-1}$, it handles a backward step that is not undone. Hence `hopping_classification`: $\sigma$ is the forward rotation, the backward rotation, or its own inverse.

If $\sigma$ is its own inverse, each fixed point contributes $x-V_i$ and each exchanged pair contributes $(Ku)(K\bar u)=K^2$, so $g$ drops out. In Lean, `secular_factor` writes each entry as `linkPhase` times its value at $g=0$, `link_round_trip` shows that opposite link phases multiply to one, and `Finset.prod_involution` pairs them off.

The two rotations remain. Each is an $M$-cycle with sign $(-1)^{M-1}=-(-1)^M$ (`sign_shift`), and their products are $K^Mu^M$ and $K^M\bar u^M$. Since $u^M=e^{2\pi i g}$, `phase_winding` gives $u^M+\bar u^M=2\cos2\pi g$. With $R(x)$ for the sum of the other terms,
$$\det(x-H(g))=R(x)-2(-1)^MK^M\cos2\pi g.$$
Subtracting the case $g=0$ gives the theorem. The Lean proof subtracts the two expansions term by term, keeps the two rotations with `Fintype.sum_eq_add`, and finishes with `linear_combination`.

For charges $g$ and $g'$ the determinants differ by $2(-1)^MK^M(\cos2\pi g'-\cos2\pi g)$. With $K\ne0$ this vanishes exactly when the cosines agree; Lean needs only the energy $x=0$ to conclude that they do.

In a gate-charge sweep on this finite grid, one polynomial $P_0(x)=\det(x-H(0))$ serves for all gate settings: the levels at $g$ solve
$$P_0(x)=-2(-1)^MK^M(1-\cos2\pi g).$$
The range $0\le g\le\tfrac12$ therefore already contains every spectrum. For $M=3$, $V=0$, $K=1$ (no Josephson coupling, energies counted from $2K$), one has $P_0(x)=x^3-3x+2=(x+2)(x-1)^2$, with levels $-2,1,1$. At $g=\tfrac12$ the constant term drops by 4, giving $x^3-3x-2=(x-2)(x+1)^2$ and levels $-1,-1,2$.
